# For β ≥ 0 and hw ≠ 0, the Newmark step of a harmonic oscillator preserves oriented area exactly when γ = 1/2

Apply the Newmark scheme with step h and real parameters β ≥ 0 and γ to the oscillator x'' = -w²x. One step is then a linear map of the phase plane (x, v), with determinant

det = 1 - (γ - 1/2)(hw)² / (1 + β(hw)²).

If hw ≠ 0, the map preserves oriented area if and only if γ = 1/2. Unsigned area is also preserved at one further value of γ, where the determinant is -1. For simulation practice this means that, for a single harmonic degree of freedom, γ alone decides whether a Newmark integrator keeps the oriented phase-space area that the exact motion keeps.

## The scheme, its matrix and oriented area

```lean
import Mathlib

open Matrix MeasureTheory

namespace NewmarkArea

noncomputable section
```

These lines load the mathematical library Mathlib, make its notation for matrices and measures available, and open a namespace for the names that follow.

```lean
/-- One Newmark step of size `h` from the phase point `p = (x, v)` to `q = (x', v')`,
for the acceleration function `a`. -/
def NewmarkStep (a : ℝ → ℝ) (β γ h : ℝ) (p q : Fin 2 → ℝ) : Prop :=
  q 0 = p 0 + h * p 1 + h ^ 2 * ((1 / 2 - β) * a (p 0) + β * a (q 0)) ∧
  q 1 = p 1 + h * ((1 - γ) * a (p 0) + γ * a (q 0))
```

A phase point is a function `Fin 2 → ℝ`, that is, a pair of real numbers numbered from 0: p₀ is the position and p₁ the velocity. `NewmarkStep` is a statement (a `Prop`) about an old point p and a new point q:

q₀ = p₀ + h p₁ + h²[(1/2 - β) a(p₀) + β a(q₀)]

q₁ = p₁ + h[(1 - γ) a(p₀) + γ a(q₀)]

The function a gives the acceleration at a position, so the mass has been divided out. The parameters β and γ are the weights of the new acceleration in the position and velocity updates. For β ≠ 0 the first equation is implicit, because q₀ occurs on both sides. This is why the scheme is written as a relation and not as a function.

```lean
/-- The matrix of the Newmark step on `(x, v)` for the harmonic oscillator of angular frequency `w`,
provided that `1 + β * (h * w) ^ 2` is nonzero. -/
def stepMatrix (β γ h w : ℝ) : Matrix (Fin 2) (Fin 2) ℝ :=
  !![(1 - (1 / 2 - β) * (h * w) ^ 2) / (1 + β * (h * w) ^ 2), h / (1 + β * (h * w) ^ 2);
     -h * w ^ 2 * (1 - γ + γ * ((1 - (1 / 2 - β) * (h * w) ^ 2) / (1 + β * (h * w) ^ 2))),
     1 - γ * (h * w) ^ 2 / (1 + β * (h * w) ^ 2)]
```

Write s = (hw)², D = 1 + βs and A = (1 - (1/2 - β)s)/D. The matrix has the rows

(A, h/D)

(-hw²(1 - γ + γA), 1 - γs/D).

At this point it is only a definition; its connection with the scheme is proved below.

```lean
/-- The oriented area of the parallelogram spanned by two phase-space vectors. -/
def orientedArea (u v : Fin 2 → ℝ) : ℝ := u 0 * v 1 - u 1 * v 0
```

The oriented area of the parallelogram spanned by u and v is u₀v₁ - u₁v₀. It changes sign when u and v are exchanged.

## Positions without velocities

```lean
/-- For any acceleration that depends on position alone, the positions of two successive Newmark
steps obey a three-point recursion without velocities. -/
theorem newmark_position_recursion (a : ℝ → ℝ) (β γ h : ℝ) (p q r : Fin 2 → ℝ)
    (hpq : NewmarkStep a β γ h p q) (hqr : NewmarkStep a β γ h q r) :
    r 0 - 2 * q 0 + p 0 = h ^ 2 * (β * a (r 0) + (1 / 2 + γ - 2 * β) * a (q 0)
      + (1 / 2 - γ + β) * a (p 0)) := by
  obtain ⟨x1, v1⟩ := hpq
  obtain ⟨x2, _⟩ := hqr
  -- subtract the position updates and eliminate the velocity difference
  linear_combination x2 - x1 + h * v1
```

The hypotheses `hpq` and `hqr` say that p → q and q → r are successive Newmark steps. The acceleration function is arbitrary. By hand, subtract the two position updates:

r₀ - 2q₀ + p₀ = h(q₁ - p₁) + h²[β a(r₀) + (1/2 - 2β) a(q₀) - (1/2 - β) a(p₀)].

The velocity update gives

h(q₁ - p₁) = h²[(1 - γ) a(p₀) + γ a(q₀)].

Inserting this and collecting terms yields

r₀ - 2q₀ + p₀ = h²[β a(r₀) + (1/2 + γ - 2β) a(q₀) + (1/2 - γ + β) a(p₀)].

The tactic `linear_combination` is told which equations to add, with which factors, and checks that the algebra closes. Here the recipe `x2 - x1 + h * v1` is the calculation above: second position update minus first, plus h times the first velocity update.

```lean
/-- With `β = 0` and `γ = 1/2` the Newmark positions obey the Störmer-Verlet recursion. -/
theorem newmark_stormer_verlet (a : ℝ → ℝ) (h : ℝ) (p q r : Fin 2 → ℝ)
    (hpq : NewmarkStep a 0 (1 / 2) h p q) (hqr : NewmarkStep a 0 (1 / 2) h q r) :
    r 0 - 2 * q 0 + p 0 = h ^ 2 * a (q 0) := by
  linear_combination newmark_position_recursion a 0 (1 / 2) h p q r hpq hqr
```

For β = 0 and γ = 1/2, the weights of a(r₀) and a(p₀) vanish and that of a(q₀) is 1. What remains is the Störmer-Verlet recursion

r₀ - 2q₀ + p₀ = h² a(q₀).

The theorem runs in one direction: Newmark steps produce positions that obey this recursion.

## Solving the implicit step

```lean
/-- For the harmonic oscillator and `β ≥ 0`, the implicit Newmark equations hold exactly
when the new phase point is the step matrix applied to the old one. -/
theorem newmarkStep_iff (β γ h w : ℝ) (hβ : 0 ≤ β) (p q : Fin 2 → ℝ) :
    NewmarkStep (fun x => -w ^ 2 * x) β γ h p q ↔ q = stepMatrix β γ h w *ᵥ p := by
  have hD : 1 + β * (h * w) ^ 2 ≠ 0 := by positivity
  have m0 : (stepMatrix β γ h w *ᵥ p) 0 =
      (1 - (1 / 2 - β) * (h * w) ^ 2) / (1 + β * (h * w) ^ 2) * p 0
        + h / (1 + β * (h * w) ^ 2) * p 1 := by
    simp only [Matrix.mulVec, dotProduct, Fin.sum_univ_two]
    rfl
  have m1 : (stepMatrix β γ h w *ᵥ p) 1 =
      -h * w ^ 2 * (1 - γ + γ * ((1 - (1 / 2 - β) * (h * w) ^ 2) / (1 + β * (h * w) ^ 2))) * p 0
        + (1 - γ * (h * w) ^ 2 / (1 + β * (h * w) ^ 2)) * p 1 := by
    simp only [Matrix.mulVec, dotProduct, Fin.sum_univ_two]
    rfl
  rw [funext_iff, Fin.forall_fin_two, m0, m1]
  simp only [NewmarkStep]
  constructor
  · rintro ⟨hx, hv⟩
    -- solve the implicit position equation
    have e : q 0 = ((1 - (1 / 2 - β) * (h * w) ^ 2) * p 0 + h * p 1)
        / (1 + β * (h * w) ^ 2) := by
      rw [eq_div_iff hD]
      linear_combination hx
    exact ⟨by linear_combination e, by linear_combination hv - h * w ^ 2 * γ * e⟩
  · rintro ⟨hx, hv⟩
    have e : q 0 = ((1 - (1 / 2 - β) * (h * w) ^ 2) * p 0 + h * p 1)
        / (1 + β * (h * w) ^ 2) := by
      linear_combination hx
    have e' := (eq_div_iff hD).1 e
    exact ⟨by linear_combination e', by linear_combination hv + h * w ^ 2 * γ * e⟩
```

Now a(x) = -w²x. The symbol `*ᵥ` multiplies a matrix by a vector, and `↔` means "if and only if". For each p, therefore, the implicit equations have exactly one solution q, namely the matrix applied to p.

By hand, collect q₀ on the left of the position update:

D q₀ = (1 - (1/2 - β)s) p₀ + h p₁.

Since β ≥ 0, D is at least 1, and division gives q₀ = A p₀ + (h/D) p₁. The velocity update becomes

q₁ = p₁ - hw²[(1 - γ) p₀ + γ q₀]
= -hw²(1 - γ + γA) p₀ + (1 - γs/D) p₁.

These are the two rows of the matrix.

In the proof, `hD` records D ≠ 0, while `m0` and `m1` write out the two components of the matrix product. The first half of the equivalence solves for q₀ in the equation named `e` and inserts it into the velocity update. The second half multiplies by D again to recover the implicit equations.

The condition β ≥ 0 serves to keep D away from zero. Without it, take β = -1 and h = w = 1, so that D = 0. The position update reads q₀ = q₀ - p₀/2 + p₁. It has no solution unless p₁ = p₀/2, and then every q₀ solves it, so there is no step map.

## The determinant

```lean
/-- The determinant of the Newmark step matrix of the harmonic oscillator, for `β ≥ 0`. -/
theorem det_stepMatrix (β γ h w : ℝ) (hβ : 0 ≤ β) :
    (stepMatrix β γ h w).det
      = 1 - (γ - 1 / 2) * (h * w) ^ 2 / (1 + β * (h * w) ^ 2) := by
  have hD : 1 + β * (h * w) ^ 2 ≠ 0 := by positivity
  rw [stepMatrix, Matrix.det_fin_two_of]
  linear_combination mul_inv_cancel₀ hD
```

Multiply out the determinant:

det = A(1 - γs/D) + (h/D) hw²(1 - γ + γA)
= A - γAs/D + (1 - γ)s/D + γAs/D
= A + (1 - γ)s/D
= (1 + βs + (1/2 - γ)s)/D
= 1 - (γ - 1/2)s/D.

Lean expands the 2×2 determinant with `Matrix.det_fin_two_of`. Apart from ordinary algebra, the only fact it then needs is D · D⁻¹ = 1, supplied by `mul_inv_cancel₀ hD`.

```lean
/-- For `β ≥ 0` and `hw ≠ 0` the step matrix has determinant one exactly when `γ = 1/2`. -/
theorem det_eq_one_iff (β γ h w : ℝ) (hβ : 0 ≤ β) (hw : h * w ≠ 0) :
    (stepMatrix β γ h w).det = 1 ↔ γ = 1 / 2 := by
  have hD : 1 + β * (h * w) ^ 2 ≠ 0 := by positivity
  rw [det_stepMatrix β γ h w hβ]
  constructor
  · intro H
    have H' : (γ - 1 / 2) * (h * w) ^ 2 / (1 + β * (h * w) ^ 2) = 0 := by linarith
    rw [div_eq_zero_iff, mul_eq_zero] at H'
    rcases H' with (h1 | h1) | h1
    · linarith
    · exact absurd h1 (pow_ne_zero 2 hw)
    · exact absurd h1 hD
  · intro H
    rw [H, sub_self, zero_mul, zero_div, sub_zero]
```

The determinant is 1 exactly when (γ - 1/2)s/D = 0. Since s and D are nonzero, this forces γ = 1/2. The proof goes through the three ways in which the fraction could vanish in Lean and excludes two of them; the third case, D = 0, appears because Lean assigns the value 0 to division by zero.

The product hw is the phase angle through which the exact oscillator advances in one step. Requiring hw ≠ 0 means that time moves and that there is a restoring force. Without it the "only if" fails: for w = 0, h = 1 and γ = 1, the step is (x, v) ↦ (x + v, v), which has determinant 1 although γ ≠ 1/2.

```lean
/-- For `β ≥ 0` and `hw ≠ 0` the step matrix has determinant minus one at exactly one value of `γ`.
-/
theorem det_eq_neg_one_iff (β γ h w : ℝ) (hβ : 0 ≤ β) (hw : h * w ≠ 0) :
    (stepMatrix β γ h w).det = -1 ↔ γ = 1 / 2 + 2 * β + 2 / (h * w) ^ 2 := by
  have hD : 1 + β * (h * w) ^ 2 ≠ 0 := by positivity
  have hs : (h * w) ^ 2 ≠ 0 := pow_ne_zero 2 hw
  rw [det_stepMatrix β γ h w hβ]
  constructor
  · intro H
    have H1 : (γ - 1 / 2) * (h * w) ^ 2 / (1 + β * (h * w) ^ 2) = 2 := by linarith
    have H2 := (div_eq_iff hD).1 H1
    have H3 : γ - 1 / 2 - 2 * β = 2 / (h * w) ^ 2 := by
      rw [eq_div_iff hs]
      linear_combination H2
    linarith
  · intro H
    have H3 : γ - 1 / 2 - 2 * β = 2 / (h * w) ^ 2 := by linarith
    have H2 := (eq_div_iff hs).1 H3
    have H1 : (γ - 1 / 2) * (h * w) ^ 2 / (1 + β * (h * w) ^ 2) = 2 := by
      rw [div_eq_iff hD]
      linear_combination H2
    linarith
```

Setting the determinant to -1 gives (γ - 1/2)s/D = 2, hence

(γ - 1/2)s = 2 + 2βs

γ = 1/2 + 2β + 2/s.

The proof clears the denominators D and s in turn, once in each direction.

## Oriented and unsigned area

```lean
/-- A linear map of the phase plane multiplies oriented area by its determinant. -/
theorem orientedArea_mulVec (M : Matrix (Fin 2) (Fin 2) ℝ) (u v : Fin 2 → ℝ) :
    orientedArea (M *ᵥ u) (M *ᵥ v) = M.det * orientedArea u v := by
  simp only [orientedArea, Matrix.mulVec, dotProduct, Fin.sum_univ_two, Matrix.det_fin_two]
  ring
```

For any real 2×2 matrix M, expanding (Mu)₀(Mv)₁ - (Mu)₁(Mv)₀ makes the terms in u₀v₀ and u₁v₁ cancel. What is left is

(M₀₀M₁₁ - M₀₁M₁₀)(u₀v₁ - u₁v₀).

The `simp only` step writes out the sums, and `ring` checks the identity.

```lean
/-- For `β ≥ 0` and `hw ≠ 0`, the Newmark step of the harmonic oscillator preserves
oriented phase-space area if and only if `γ = 1/2`. -/
theorem newmark_preserves_orientedArea_iff (β γ h w : ℝ) (hβ : 0 ≤ β) (hw : h * w ≠ 0) :
    (∀ u v, orientedArea (stepMatrix β γ h w *ᵥ u) (stepMatrix β γ h w *ᵥ v)
      = orientedArea u v) ↔ γ = 1 / 2 := by
  rw [← det_eq_one_iff β γ h w hβ hw]
  constructor
  · intro H
    -- test on the unit square
    have H1 := H ![1, 0] ![0, 1]
    rw [orientedArea_mulVec] at H1
    simpa [orientedArea] using H1
  · intro H u v
    rw [orientedArea_mulVec, H, one_mul]
```

The left side of the equivalence says that every pair u, v keeps its oriented area under the step. If this holds, choose u = (1, 0) and v = (0, 1), whose oriented area is 1; the determinant must then be 1. Conversely, determinant 1 leaves all oriented areas unchanged. The theorem on determinant 1 turns this condition into γ = 1/2.

The result concerns one linear oscillator with a fixed step. It makes no statement about anharmonic forces, coupled degrees of freedom, accuracy or stability.

```lean
/-- For `β ≥ 0` and `hw ≠ 0`, the Newmark step preserves the unsigned area of every
phase-space region if and only if `γ` takes one of two values. -/
theorem newmark_preserves_volume_iff (β γ h w : ℝ) (hβ : 0 ≤ β) (hw : h * w ≠ 0) :
    (∀ S : Set (Fin 2 → ℝ), volume ((fun p => stepMatrix β γ h w *ᵥ p) '' S) = volume S) ↔
      γ = 1 / 2 ∨ γ = 1 / 2 + 2 * β + 2 / (h * w) ^ 2 := by
  have hf : (fun p => stepMatrix β γ h w *ᵥ p) = ⇑(Matrix.toLin' (stepMatrix β γ h w)) := by
    funext p
    exact (Matrix.toLin'_apply _ p).symm
  have hS : ∀ S : Set (Fin 2 → ℝ), volume ((fun p => stepMatrix β γ h w *ᵥ p) '' S)
      = ENNReal.ofReal |(stepMatrix β γ h w).det| * volume S := by
    intro S
    rw [hf, Measure.addHaar_image_linearMap, LinearMap.det_toLin']
  rw [← det_eq_one_iff β γ h w hβ hw, ← det_eq_neg_one_iff β γ h w hβ hw,
    ← abs_eq (zero_le_one' ℝ)]
  constructor
  · intro H
    -- the unit square has area one
    have hc : volume (Set.Icc (0 : Fin 2 → ℝ) 1) = 1 := by simp [Real.volume_Icc_pi]
    have H1 := H (Set.Icc 0 1)
    rw [hS, hc, mul_one] at H1
    exact ENNReal.ofReal_eq_one.1 H1
  · intro H S
    rw [hS, H, ENNReal.ofReal_one, one_mul]

end

end NewmarkArea
```

Here `volume` is Lebesgue measure on the phase plane, and `''` forms the image of a set. The condition is that every region S has the same area before and after the step. A linear map multiplies this area by |det|, which is the content of `hS`. Testing on the unit square, of area 1, gives |det| = 1, and this is also sufficient. So det = 1 or det = -1, which are the two listed values of γ.

The second value reverses orientation. For β = 0 and h = w = 1 it is γ = 5/2, and the step matrix has rows (1/2, 1) and (1/4, -3/2), with determinant -1. Unsigned area is preserved there, while oriented area changes sign.

```lean
#print axioms NewmarkArea.newmark_stormer_verlet
#print axioms NewmarkArea.newmarkStep_iff
#print axioms NewmarkArea.newmark_preserves_orientedArea_iff
#print axioms NewmarkArea.newmark_preserves_volume_iff
```

```
'NewmarkArea.newmark_stormer_verlet' depends on axioms: [propext, Classical.choice, Quot.sound]
'NewmarkArea.newmarkStep_iff' depends on axioms: [propext, Classical.choice, Quot.sound]
'NewmarkArea.newmark_preserves_orientedArea_iff' depends on axioms: [propext, Classical.choice, Quot.sound]
'NewmarkArea.newmark_preserves_volume_iff' depends on axioms: [propext, Classical.choice, Quot.sound]
```
